# A lower bound on the discrete Thomas–Fermi energy from any trial density

Let \(c>0\), let \(v\) be a real vector on a finite set of grid points, and let \(J\) be a real symmetric positive semidefinite matrix. The Thomas–Fermi energy

\[
E(n)=c\sum_i n_i^{5/3}-\langle v,n\rangle+\tfrac12\langle n,Jn\rangle
\]

has a minimiser among the densities with all \(n_i\ge 0\). For every real vector \(f\), of any sign, the number

\[
D(f)=-\tfrac12\langle f,Jf\rangle-\sum_i P\big(v_i-(Jf)_i\big),\qquad
P(u)=\tfrac25\Big(\frac{3}{5c}\Big)^{3/2}\max(u,0)^{5/2},
\]

is a lower bound on the minimum. It equals the minimum exactly when \(Jf=Jn\) for a minimiser \(n\), and in particular when \(f=n\).

Here \(n_i\) is the number of electrons in cell \(i\), \(v_i\) is the attractive potential, and \(J\) is the Hartree kernel. The constant \(c\) is the kinetic constant of the uniform electron gas with the cell volume absorbed, so all cells have the same size. Positive semidefiniteness says that no charge distribution has negative electrostatic self-energy. The theorem assumes this property, and not every discretised kernel has it: a nonzero symmetric \(J\) with zero diagonal has trace zero, hence a negative eigenvalue. The electron number is free, and a chemical potential enters as a constant shift of \(v\).

For this orbital-free model on a finite grid, any density \(m\ge0\) from an unconverged calculation brackets the ground energy between \(D(m)\) and \(E(m)\).

## The local gap and the duality identity

Define the local gap \(g_u(r)=c\,r^{5/3}-ur+P(u)\) for \(r\ge0\). Let \(y\ge0\) satisfy \(\max(u,0)=\tfrac{5c}{3}y^2\). Then \(P(u)=\tfrac{2c}{3}y^5\). With \(r=x^3\), \(x\ge0\), and \(u\le\max(u,0)\),

\[
g_u(x^3)\ \ge\ \tfrac c3\,(3x^5-5x^3y^2+2y^5)
=\tfrac c3\,(x-y)^2(3x^3+6x^2y+4xy^2+2y^3)\ \ge\ 0 .
\]

At \(r=y^3\) the gap is zero: for \(u\ge0\) the first inequality is an equality, and for \(u<0\) both \(y\) and \(r\) vanish.

Summing the gaps of \(n\) in the screened potential \(v-Jf\) gives

\[
\sum_i g_{v_i-(Jf)_i}(n_i)=c\sum_i n_i^{5/3}-\langle v,n\rangle+\langle n,Jf\rangle+\sum_iP\big(v_i-(Jf)_i\big).
\]

By symmetry, \(\tfrac12\langle n-f,J(n-f)\rangle=\tfrac12\langle n,Jn\rangle-\langle n,Jf\rangle+\tfrac12\langle f,Jf\rangle\). Adding the two lines,

\[
E(n)-D(f)=\tfrac12\langle n-f,J(n-f)\rangle+\sum_i g_{v_i-(Jf)_i}(n_i).
\]

For \(n\ge0\) both terms on the right are nonnegative, so \(D(f)\le E(n)\).

## Attainment, existence and the equality case

Let \(n\) be a minimiser and put \(f=n\). The identity becomes \(E(n)-D(n)=A\), where \(A\ge0\) is the total local gap. Choose \(r_i\ge0\) with zero gap in the potential \(v_i-(Jn)_i\), and move to \(n+t(r-n)\) with \(0<t\le1\). Since \(r^{5/3}\) is convex, the total gap there is at most \((1-t)A\). With \(Q=\langle r-n,J(r-n)\rangle\), minimality gives

\[
A\le \tfrac12t^2Q+(1-t)A,\qquad\text{so}\qquad tA\le\tfrac12t^2Q .
\]

Dividing by \(t\) and letting \(t\to0\) yields \(A=0\), hence \(D(n)=E(n)\).

For existence, the gap inequality at \(u=v_i+1\) gives \(c\,m_i^{5/3}-v_im_i\ge m_i-P(v_i+1)\). With \(K=\sum_iP(v_i+1)\) this sums to \(E(m)\ge\sum_im_i-K\). A density with some \(m_j>K\) therefore has positive energy, more than the empty system. A minimiser on the compact box \(0\le n_i\le K\) is thus a minimiser among all nonnegative densities.

Finally, suppose \(D(f)=E(n)\), and now write \(x=n-f\). The identity forces \(\langle x,Jx\rangle=0\). For \(0<t\le1\),

\[
0\le\langle x-tJx,\,J(x-tJx)\rangle=-2t\,|Jx|^2+t^2\langle Jx,J(Jx)\rangle ,
\]

and small \(t\) gives \(Jx=0\), that is, \(Jf=Jn\). Conversely, if \(Jf=Jn\), then \(\langle f,Jf\rangle=\langle f,Jn\rangle=\langle n,Jf\rangle=\langle n,Jn\rangle\), so \(D(f)=D(n)=E(n)\).

## Energy, dual functional and ground density in Lean

The grid is a finite type `ι`. Densities and potentials are functions `ι → ℝ`, and the kernel is a real matrix.

```lean
import Mathlib

open Matrix

namespace ThomasFermiDual

noncomputable section

variable {ι : Type*} [Fintype ι] {c : ℝ} {v n : ι → ℝ} {J : Matrix ι ι ℝ}
```

The energy is \(E(n)\), with `⬝ᵥ` for the inner product and `*ᵥ` for a matrix acting on a vector.

```lean
/-- Thomas-Fermi energy of a density `n` on a grid: kinetic energy, attraction to the
potential `v`, and Hartree repulsion with kernel `J`. -/
def tfEnergy (c : ℝ) (v : ι → ℝ) (J : Matrix ι ι ℝ) (n : ι → ℝ) : ℝ :=
  c * ∑ i, n i ^ (5 / 3 : ℝ) - v ⬝ᵥ n + (n ⬝ᵥ J *ᵥ n) / 2
```

The function \(P\) is called a pressure because, at the density \(y^3\) of zero gap, it is two thirds of the kinetic energy \(c\,y^5\), as for a uniform Fermi gas; the cell volume is again absorbed.

```lean
/-- Thomas-Fermi pressure at local potential `u`, for kinetic constant `c > 0`. -/
def pressure (c u : ℝ) : ℝ :=
  2 / 5 * (3 / (5 * c)) ^ (3 / 2 : ℝ) * max u 0 ^ (5 / 2 : ℝ)
```

The dual functional \(D(f)\) puts no sign condition on `f`.

```lean
/-- The dual functional of a trial density `f` of any sign, for `c > 0`: minus its Hartree
energy, minus the total pressure in the screened potential `v - J f`. -/
def dualEnergy (c : ℝ) (v : ι → ℝ) (J : Matrix ι ι ℝ) (f : ι → ℝ) : ℝ :=
  -(f ⬝ᵥ J *ᵥ f) / 2 - ∑ i, pressure c (v i - (J *ᵥ f) i)
```

A ground density is a minimiser over nonnegative densities. The definition does not presuppose that one exists.

```lean
/-- A ground density is a nonnegative density of least Thomas-Fermi energy among all
nonnegative densities. -/
def IsGroundDensity (c : ℝ) (v : ι → ℝ) (J : Matrix ι ι ℝ) (n : ι → ℝ) : Prop :=
  (∀ i, 0 ≤ n i) ∧ ∀ m : ι → ℝ, (∀ i, 0 ≤ m i) → tfEnergy c v J n ≤ tfEnergy c v J m
```

The local gap \(g_u(r)\) is `siteGap c u r`.

```lean
/-- Local energy of density `r` in the potential `u`, plus the pressure at `u`,
for `c > 0`. -/
def siteGap (c u r : ℝ) : ℝ := c * r ^ (5 / 3 : ℝ) - u * r + pressure c u
```

## The one-site inequality

The exponents \(5/3\), \(3/2\) and \(5/2\) are real powers, and the first lemma turns them into natural powers after a substitution.

```lean
/-- A real power of a natural power of a nonnegative number, when the exponents multiply
to a natural number. -/
lemma pow_rpow {s : ℝ} (hs : 0 ≤ s) (k m : ℕ) (p : ℝ) (h : (k : ℝ) * p = m) :
    (s ^ k) ^ p = s ^ m := by
  rw [← Real.rpow_natCast s k, ← Real.rpow_mul hs, h, Real.rpow_natCast]
```

The next lemma supplies \(y\) as a product of two square roots, \(s=\sqrt{3/(5c)}\) and \(t=\sqrt{\max(u,0)}\). Since the density is \(y^3\), \(y\) plays the part of a Fermi momentum.

```lean
/-- For `c > 0`, the positive part of the potential and the pressure are the second and fifth
powers of one nonnegative scaled Fermi momentum `y`, up to constants. -/
lemma exists_momentum (hc : 0 < c) (u : ℝ) :
    ∃ y : ℝ, 0 ≤ y ∧ max u 0 = 5 * c / 3 * y ^ 2 ∧ pressure c u = 2 / 3 * c * y ^ 5 := by
  obtain ⟨s, hs0, hs⟩ : ∃ s : ℝ, 0 ≤ s ∧ s ^ 2 = 3 / (5 * c) :=
    ⟨√(3 / (5 * c)), Real.sqrt_nonneg _, Real.sq_sqrt (by positivity)⟩
  obtain ⟨t, ht0, ht⟩ : ∃ t : ℝ, 0 ≤ t ∧ t ^ 2 = max u 0 :=
    ⟨√(max u 0), Real.sqrt_nonneg _, Real.sq_sqrt (le_max_right _ _)⟩
  have hcs : c * s ^ 2 = 3 / 5 := by rw [hs]; field_simp
  refine ⟨s * t, mul_nonneg hs0 ht0, ?_, ?_⟩
  · rw [← ht]
    linear_combination (-(5 / 3) * t ^ 2) * hcs
  · rw [pressure, ← hs, ← ht, pow_rpow hs0 2 3 _ (by norm_num),
      pow_rpow ht0 2 5 _ (by norm_num)]
    linear_combination (-(2 / 3) * s ^ 3 * t ^ 5) * hcs
```

In the theorem on the gap, `hpoly` is the factorised polynomial and `hu` replaces \(u\) by its positive part. The second half checks the zero at \(r=y^3\), with separate cases for the sign of \(u\).

```lean
/-- For `c > 0` the local gap is nonnegative at every density `r ≥ 0`, and it vanishes at
some such density. -/
theorem siteGap_min (hc : 0 < c) (u : ℝ) :
    (∀ r, 0 ≤ r → 0 ≤ siteGap c u r) ∧ ∃ r, 0 ≤ r ∧ siteGap c u r = 0 := by
  obtain ⟨y, hy0, hy, hp⟩ := exists_momentum hc u
  constructor
  · intro r hr
    obtain ⟨x, hx0, hx⟩ : ∃ x : ℝ, 0 ≤ x ∧ x ^ 3 = r :=
      ⟨r ^ (1 / 3 : ℝ), Real.rpow_nonneg hr _, by
        rw [← Real.rpow_natCast, ← Real.rpow_mul hr]; norm_num⟩
    subst hx
    have hu : u * x ^ 3 ≤ 5 * c / 3 * y ^ 2 * x ^ 3 := by
      rw [← hy]
      exact mul_le_mul_of_nonneg_right (le_max_left _ _) hr
    -- the gap factorises with a double zero at `x = y`
    have hpoly : 0 ≤ c / 3 * ((x - y) ^ 2 *
        (3 * x ^ 3 + 6 * x ^ 2 * y + 4 * x * y ^ 2 + 2 * y ^ 3)) := by positivity
    rw [siteGap, hp, pow_rpow hx0 3 5 _ (by norm_num)]
    nlinarith
  · refine ⟨y ^ 3, by positivity, ?_⟩
    have hu : u * y ^ 3 = 5 * c / 3 * y ^ 2 * y ^ 3 := by
      rcases le_total 0 u with h | h
      · rw [← hy, max_eq_left h]
      · rw [max_eq_right h] at hy
        have hy2 : y ^ 2 = 0 :=
          (mul_eq_zero.1 hy.symm).resolve_left (by positivity)
        have : y = 0 := pow_eq_zero_iff (two_ne_zero) |>.1 hy2
        simp [this]
    rw [siteGap, hp, pow_rpow hy0 3 5 _ (by norm_num), hu]
    ring
```

## The identity between energy and dual functional

Symmetry of \(J\) lets the two arguments of the Hartree form be exchanged.

```lean
/-- The Hartree interaction of two densities is symmetric when the kernel is. -/
lemma hartree_comm (hS : J.IsSymm) (x y : ι → ℝ) : x ⬝ᵥ J *ᵥ y = y ⬝ᵥ J *ᵥ x := by
  rw [Matrix.dotProduct_mulVec, ← Matrix.mulVec_transpose, hS.eq, dotProduct_comm]
```

In `duality_gap`, `h1` is the summed gap and `h2` merges the cross terms of the expanded square. The identity needs neither \(c>0\) nor positive semidefiniteness; those enter only when its terms are given a sign.

```lean
/-- For a symmetric kernel, the energy of `n` minus the dual functional of `f` is the Hartree
energy of `n - f` plus the local gaps of `n` in the potential screened by `f`. -/
theorem duality_gap (c : ℝ) (v : ι → ℝ) (hS : J.IsSymm) (n f : ι → ℝ) :
    tfEnergy c v J n - dualEnergy c v J f =
      ((n - f) ⬝ᵥ J *ᵥ (n - f)) / 2 + ∑ i, siteGap c (v i - (J *ᵥ f) i) (n i) := by
  have h1 : ∑ i, siteGap c (v i - (J *ᵥ f) i) (n i) =
      c * ∑ i, n i ^ (5 / 3 : ℝ) - v ⬝ᵥ n + n ⬝ᵥ J *ᵥ f
        + ∑ i, pressure c (v i - (J *ᵥ f) i) := by
    simp only [siteGap, dotProduct, Finset.mul_sum, ← Finset.sum_add_distrib,
      ← Finset.sum_sub_distrib]
    exact Finset.sum_congr rfl fun i _ => by ring
  have h2 := hartree_comm hS f n
  rw [h1]
  simp only [tfEnergy, dualEnergy, Matrix.mulVec_sub, dotProduct_sub, sub_dotProduct]
  linarith
```

## Vanishing gaps at a minimiser

The limit \(t\to0\) is replaced by a single step, \(t=A/(A+Q)\), which contradicts the assumed inequality if \(A>0\).

```lean
/-- If `A` and `Q` are nonnegative and `t * A ≤ t ^ 2 * Q / 2` for every `0 < t ≤ 1`, then `A = 0`.
-/
lemma eq_zero_of_step {A Q : ℝ} (hA : 0 ≤ A) (hQ : 0 ≤ Q)
    (h : ∀ t : ℝ, 0 < t → t ≤ 1 → t * A ≤ t ^ 2 * Q / 2) : A = 0 := by
  by_contra hne
  have hpos : 0 < A := lt_of_le_of_ne hA (Ne.symm hne)
  have hAQ : 0 < A + Q := by linarith
  obtain ⟨t, ht⟩ : ∃ t, t = A / (A + Q) := ⟨_, rfl⟩
  have ht0 : 0 < t := by rw [ht]; positivity
  have ht1 : t ≤ 1 := by rw [ht]; exact (div_le_one hAQ).2 (by linarith)
  have hmul : t * (A + Q) = A := by rw [ht]; exact div_mul_cancel₀ _ hAQ.ne'
  have h1 : A ≤ t * Q / 2 :=
    le_of_mul_le_mul_left (by linarith [h t ht0 ht1] : t * A ≤ t * (t * Q / 2)) ht0
  nlinarith [mul_pos ht0 hpos]
```

In the next proof `choose` picks the density `r` with zero gaps, `hmin` is minimality at the shifted density, and `hconv` is the convexity estimate. The identities `g1` and `g0`, at the shifted density and at `n`, combine with them into \(tA\le t^2Q/2\).

```lean
/-- For `c > 0` and a symmetric positive semidefinite kernel, the local gaps of a ground
density in its own screened potential sum to zero. -/
theorem ground_gap_zero (hc : 0 < c) (hS : J.IsSymm) (hP : ∀ x, 0 ≤ x ⬝ᵥ J *ᵥ x)
    (hn : IsGroundDensity c v J n) :
    ∑ i, siteGap c (v i - (J *ᵥ n) i) (n i) = 0 := by
  choose r hr0 hr using fun i => (siteGap_min hc (v i - (J *ᵥ n) i)).2
  refine eq_zero_of_step (Finset.sum_nonneg fun i _ => (siteGap_min hc _).1 _ (hn.1 i))
    (hP (r - n)) fun t h0 h1 => ?_
  -- move a fraction `t` of the way towards the density `r` without local gaps
  have e : ∀ i, (n + t • (r - n)) i = (1 - t) * n i + t * r i := fun i => by
    simp only [Pi.add_apply, Pi.smul_apply, Pi.sub_apply, smul_eq_mul]; ring
  have hmin := hn.2 (n + t • (r - n)) fun i => by
    rw [e]
    exact add_nonneg (mul_nonneg (sub_nonneg.2 h1) (hn.1 i)) (mul_nonneg h0.le (hr0 i))
  have hconv : ∑ i, siteGap c (v i - (J *ᵥ n) i) ((n + t • (r - n)) i) ≤
      (1 - t) * ∑ i, siteGap c (v i - (J *ᵥ n) i) (n i) := by
    rw [Finset.mul_sum]
    refine Finset.sum_le_sum fun i _ => ?_
    have hx := (convexOn_rpow (p := (5 / 3 : ℝ)) (by norm_num)).2 (Set.mem_Ici.2 (hn.1 i))
      (Set.mem_Ici.2 (hr0 i)) (sub_nonneg.2 h1) h0.le (by ring)
    simp only [smul_eq_mul] at hx
    have hz : t * siteGap c (v i - (J *ᵥ n) i) (r i) = 0 := by rw [hr i, mul_zero]
    rw [e]
    unfold siteGap at hz ⊢
    nlinarith [mul_le_mul_of_nonneg_left hx hc.le]
  have g1 := duality_gap c v hS (n + t • (r - n)) n
  have g0 := duality_gap c v hS n n
  rw [add_sub_cancel_left, Matrix.mulVec_smul, dotProduct_smul, smul_dotProduct] at g1
  simp only [smul_eq_mul] at g1
  rw [sub_self n, Matrix.mulVec_zero, dotProduct_zero] at g0
  nlinarith
```

Because each gap is nonnegative, each one vanishes; the factorisation above then gives the Thomas–Fermi equation \(n_i=\big(3\max(v_i-(Jn)_i,0)/(5c)\big)^{3/2}\), a consequence left here to the reader and not stated in the code.

## Existence of a ground density

The proof minimises the continuous energy over the box from \(0\) to \(K\). For a density outside it, `h3` and `h4` provide the linear lower bound, and `h5` compares with the empty system. Symmetry of \(J\) is not used.

```lean
/-- For `c > 0` and a kernel, symmetric or not, whose quadratic form is nonnegative, a ground
density exists. -/
theorem exists_ground (hc : 0 < c) (v : ι → ℝ) (hP : ∀ x, 0 ≤ x ⬝ᵥ J *ᵥ x) :
    ∃ n, IsGroundDensity c v J n := by
  obtain ⟨K, hK⟩ : ∃ K, K = ∑ i, pressure c (v i + 1) := ⟨_, rfl⟩
  have hK0 : 0 ≤ K := by
    rw [hK]
    refine Finset.sum_nonneg fun i _ => ?_
    obtain ⟨y, hy0, -, hp⟩ := exists_momentum hc (v i + 1)
    rw [hp]; positivity
  have hcont : Continuous fun n => tfEnergy c v J n := by
    have h1 : Continuous fun n : ι → ℝ => ∑ i, n i ^ (5 / 3 : ℝ) :=
      continuous_finsetSum _ fun i _ =>
        (continuous_apply i).rpow_const fun _ => Or.inr (by norm_num)
    simp only [tfEnergy, dotProduct, Matrix.mulVec]
    exact ((continuous_const.mul h1).sub (by fun_prop)).add (by fun_prop)
  have h0mem : (0 : ι → ℝ) ∈ Set.Icc (0 : ι → ℝ) (fun _ => K) := ⟨le_rfl, fun _ => hK0⟩
  obtain ⟨n, hn, hmin⟩ := isCompact_Icc.exists_isMinOn ⟨_, h0mem⟩ hcont.continuousOn
  refine ⟨n, fun i => hn.1 i, fun m hm => ?_⟩
  by_cases hle : ∀ i, m i ≤ K
  · exact isMinOn_iff.1 hmin m ⟨fun i => hm i, fun i => hle i⟩
  · -- outside the box the energy exceeds that of the empty system
    push Not at hle
    obtain ⟨j, hj⟩ := hle
    have hE0 : tfEnergy c v J 0 = 0 := by
      have h : (0 : ℝ) ^ (5 / 3 : ℝ) = 0 := Real.zero_rpow (by norm_num)
      simp [tfEnergy, h]
    have h1 := isMinOn_iff.1 hmin 0 h0mem
    have h2 : 0 ≤ ∑ i, siteGap c (v i + 1) (m i) :=
      Finset.sum_nonneg fun i _ => (siteGap_min hc _).1 _ (hm i)
    have h3 : ∑ i, siteGap c (v i + 1) (m i) =
        c * ∑ i, m i ^ (5 / 3 : ℝ) - v ⬝ᵥ m - ∑ i, m i + K := by
      simp only [hK, siteGap, dotProduct, Finset.mul_sum, ← Finset.sum_add_distrib,
        ← Finset.sum_sub_distrib]
      exact Finset.sum_congr rfl fun i _ => by ring
    have h4 : m j ≤ ∑ i, m i :=
      Finset.single_le_sum (fun i _ => hm i) (Finset.mem_univ j)
    have h5 : 0 ≤ tfEnergy c v J m := by
      unfold tfEnergy
      linarith [hP m]
    linarith
```

## The dual principle and its equality case

The hypotheses `hS` and `hP` express symmetry and positive semidefiniteness, and `hn` says that `n` is a ground density. The first conclusion is the lower bound for every `f`; the second is its attainment at `n`, from `duality_gap` with `f` equal to `n` and `ground_gap_zero`.

```lean
/-- Dual principle: for `c > 0` and a symmetric positive semidefinite kernel, the dual functional of
every real trial density `f` is at most the ground energy, with equality when `f` is the ground
density `n`. -/
theorem dual_principle (hc : 0 < c) (hS : J.IsSymm) (hP : ∀ x, 0 ≤ x ⬝ᵥ J *ᵥ x)
    (hn : IsGroundDensity c v J n) :
    (∀ f, dualEnergy c v J f ≤ tfEnergy c v J n) ∧
      dualEnergy c v J n = tfEnergy c v J n := by
  constructor
  · intro f
    have h : 0 ≤ ∑ i, siteGap c (v i - (J *ᵥ f) i) (n i) :=
      Finset.sum_nonneg fun i _ => (siteGap_min hc _).1 _ (hn.1 i)
    linarith [duality_gap c v hS n f, hP (n - f)]
  · have g := duality_gap c v hS n n
    rw [ground_gap_zero hc hS hP hn, sub_self n, Matrix.mulVec_zero, dotProduct_zero] at g
    linarith
```

The last theorem characterises equality by the Hartree potential, not by the density: if \(J\) is singular, different trial densities attain the bound. Its forward direction applies `eq_zero_of_step` a second time, now with \(A=|Jx|^2\), and the converse compares \(D(f)\) with \(D(n)\).

```lean
/-- Equality case: for `c > 0` and a symmetric positive semidefinite kernel, the dual functional of
a trial density `f` equals the ground energy exactly when `f` has the Hartree potential of the
ground density. -/
theorem dual_eq_iff (hc : 0 < c) (hS : J.IsSymm) (hP : ∀ x, 0 ≤ x ⬝ᵥ J *ᵥ x)
    (hn : IsGroundDensity c v J n) (f : ι → ℝ) :
    dualEnergy c v J f = tfEnergy c v J n ↔ J *ᵥ f = J *ᵥ n := by
  constructor
  · intro h
    have hs : 0 ≤ ∑ i, siteGap c (v i - (J *ᵥ f) i) (n i) :=
      Finset.sum_nonneg fun i _ => (siteGap_min hc _).1 _ (hn.1 i)
    obtain ⟨x, hx⟩ : ∃ x, x = n - f := ⟨_, rfl⟩
    have hq : x ⬝ᵥ J *ᵥ x = 0 := by
      rw [hx]
      linarith [duality_gap c v hS n f, hP (n - f)]
    -- a vanishing Hartree energy forces a vanishing Hartree potential
    have hz : (J *ᵥ x) ⬝ᵥ (J *ᵥ x) = 0 := by
      refine eq_zero_of_step (Finset.sum_nonneg fun i _ => mul_self_nonneg _)
        (hP (J *ᵥ x)) fun t _ _ => ?_
      have h2 := hP (x - t • (J *ᵥ x))
      simp only [Matrix.mulVec_sub, Matrix.mulVec_smul, dotProduct_sub, sub_dotProduct,
        dotProduct_smul, smul_dotProduct, smul_eq_mul, hq,
        hartree_comm hS x (J *ᵥ x)] at h2
      nlinarith
    have h0 := dotProduct_self_eq_zero.1 hz
    rw [hx, Matrix.mulVec_sub] at h0
    exact (sub_eq_zero.1 h0).symm
  · intro h
    rw [← (dual_principle hc hS hP hn).2]
    have hff : f ⬝ᵥ J *ᵥ f = n ⬝ᵥ J *ᵥ n := by
      rw [h, hartree_comm hS f n, h]
    unfold dualEnergy
    rw [hff, h]

end

end ThomasFermiDual
```

```lean
#print axioms ThomasFermiDual.exists_ground
#print axioms ThomasFermiDual.dual_eq_iff
```

```
'ThomasFermiDual.exists_ground' depends on axioms: [propext, Classical.choice, Quot.sound]
'ThomasFermiDual.dual_eq_iff' depends on axioms: [propext, Classical.choice, Quot.sound]
```
